# If $\|X_0^\dagger X_0-1\|<1$, iterating $X\mapsto X(3-X^\dagger X)/2$ converges to a unitary matrix

My total probability drifts away from one during a long propagation, because the matrix $X$ that I apply at each time step is only approximately unitary. I have seen people replace $X$ by $X(3-X^\dagger X)/2$, sometimes twice. There is no inverse or square root in that formula, so how can it restore unitarity, and how bad may $X$ be at the start?

## The error linear in the defect cancels

It works whenever the defect $E=X^\dagger X-1$ has operator norm below one. For a normalised state $\psi$, the probability changes by $\langle\psi|E|\psi\rangle$, so the condition says that $X$ changes no state's probability by 100% or more. It is sufficient, not necessary: $1.5$ times the identity has a defect of norm $1.25$, and the iteration still takes it to the identity.

Since $3-X^\dagger X=2-E$, the corrected matrix is $X'=X(1-E/2)$. The defect is Hermitian and $X^\dagger X=1+E$, so

$$X'^\dagger X'=(1-\tfrac12E)(1+E)(1-\tfrac12E)=(1+E)(1-E+\tfrac14E^2)=1-\tfrac34E^2+\tfrac14E^3.$$

The new defect is therefore $E'=\tfrac14E^3-\tfrac34E^2$. If $\|E\|\le1$, then $\|E\|^3\le\|E\|^2$, and

$$\|E'\|\le\tfrac14\|E\|^3+\tfrac34\|E\|^2\le\|E\|^2.$$

Write $X_k$ and $E_k$ for the matrix and its defect after $k$ corrections, and $e=\|E_0\|<1$. By induction $\|E_k\|\le e^{2^k}\le e^k$, which tends to zero.

The matrices converge too. From $\|X_k\|^2=\|1+E_k\|\le2$ we get

$$\|X_{k+1}-X_k\|=\tfrac12\|X_kE_k\|\le\tfrac{1}{\sqrt2}\,e^k.$$

These increments have a finite sum, so $X_k$ has a limit $U$. By continuity $U^\dagger U-1=\lim E_k=0$, and a square matrix with $U^\dagger U=1$ is unitary.

## A two-level example

Take $H=\sigma_x$, $\hbar=1$ and one forward Euler step of length $\tau=\tfrac12$, so $X_0=1-\tfrac i2\sigma_x$. Then $X_0^\dagger X_0=1.25$ and $E_0=0.25$, both times the identity. One correction gives $X_1=0.875\,X_0$ and $E_1\approx-0.0430$, within the bound $0.0625$. A second gives $E_2\approx-0.0014$.

The limit is $X_0/\sqrt{1.25}=\exp(-i\theta\sigma_x)$ with $\theta=\arctan\tfrac12\approx0.464$, where the exact propagator $\exp(-i\tau H)$ has $\theta=0.5$. Probability is restored, but the phase error of the Euler step remains. The hypothesis concerns only unitarity, so it does not ensure that $U$ is close to the true propagator.

In a time-dependent electronic-structure calculation, $X$ may be the matrix that advances orbital coefficients in a finite orthonormal basis. One forms $S=X^\dagger X$, replaces $X$ by $X(3-S)/2$, and repeats until $\|S-1\|$ is below a tolerance. Each correction costs two matrix products.

## The statement and proof in Lean

In the code, `n` is the finite set of basis labels, not its size; `ᴴ` is the dagger, and `3` is three times the identity. The norm is the one induced by the Euclidean norm on vectors, that is, the largest singular value. `defect X` is $E$, `step X` is $X'$, and `corrected X₀ k` is $X_k$. Entries are ideal complex numbers, without rounding.

Under `‖defect X₀‖ < 1`, `unitarity_restored` states the squared bound at every step and the convergence of the defects to zero. `converges_to_unitary` adds a limit in `Matrix.unitaryGroup n ℂ`.

```lean
import Mathlib

open Matrix Filter Topology
open scoped Matrix.Norms.L2Operator

namespace RestoringUnitarity

noncomputable section

variable {n : Type*} [Fintype n] [DecidableEq n]

/-- The unitarity defect `Xᴴ X - 1` of a computed propagator `X`. -/
def defect (X : Matrix n n ℂ) : Matrix n n ℂ := Xᴴ * X - 1

/-- One correction step, `X ↦ X (3 - Xᴴ X) / 2`. -/
def step (X : Matrix n n ℂ) : Matrix n n ℂ := (1 / 2 : ℂ) • (X * (3 - Xᴴ * X))

/-- The sequence of corrected propagators that starts from `X₀`. -/
def corrected (X₀ : Matrix n n ℂ) : ℕ → Matrix n n ℂ
  | 0 => X₀
  | k + 1 => step (corrected X₀ k)

/-- A correction step subtracts half the product of the propagator and its defect. -/
theorem step_eq (X : Matrix n n ℂ) :
    step X = X - (1 / 2 : ℂ) • (X * defect X) := by
  have h3 : (3 : Matrix n n ℂ) = 1 + 1 + 1 := by norm_num
  unfold step defect
  rw [h3]
  simp only [mul_sub, mul_add, mul_one]
  module

/-- The exact law for the defect `E` in one step: the new defect is `E³/4 - 3E²/4`,
with no term linear in `E`. -/
theorem defect_step (X : Matrix n n ℂ) :
    defect (step X) = (1 / 4 : ℂ) • defect X ^ 3 - (3 / 4 : ℂ) • defect X ^ 2 := by
  have hE : (defect X)ᴴ = defect X := by simp [defect]
  have hY : Xᴴ * X = 1 + defect X := by unfold defect; abel
  have hs : star (1 / 2 : ℂ) = 1 / 2 := by simp
  have h0 : defect (step X) = (step X)ᴴ * step X - 1 := rfl
  rw [h0, step_eq, conjTranspose_sub, conjTranspose_smul, conjTranspose_mul, hE, hs]
  generalize defect X = E at hY ⊢
  -- collect the factors `Xᴴ X`, then replace each by `1 + E`
  have hexp : (Xᴴ - (1 / 2 : ℂ) • (E * Xᴴ)) * (X - (1 / 2 : ℂ) • (X * E))
      = Xᴴ * X - (1 / 2 : ℂ) • ((Xᴴ * X) * E) - (1 / 2 : ℂ) • (E * (Xᴴ * X))
        + (1 / 4 : ℂ) • (E * (Xᴴ * X) * E) := by
    simp only [sub_mul, mul_sub, smul_mul_assoc, mul_smul_comm, mul_assoc]
    module
  rw [hexp, hY]
  simp only [add_mul, mul_add, one_mul, mul_one, pow_succ, pow_zero, mul_assoc]
  module

/-- If the defect has operator norm at most one, a correction step at least squares
its norm: the new norm is bounded by the square of the old one. -/
theorem norm_defect_step_le (X : Matrix n n ℂ) (h : ‖defect X‖ ≤ 1) :
    ‖defect (step X)‖ ≤ ‖defect X‖ ^ 2 := by
  have h2 : ‖defect X ^ 2‖ ≤ ‖defect X‖ ^ 2 := norm_pow_le' _ (by norm_num)
  have h3 : ‖defect X ^ 3‖ ≤ ‖defect X‖ ^ 3 := norm_pow_le' _ (by norm_num)
  have c1 : ‖(1 / 4 : ℂ)‖ = 1 / 4 := by norm_num
  have c2 : ‖(3 / 4 : ℂ)‖ = 3 / 4 := by norm_num
  have ht := norm_sub_le ((1 / 4 : ℂ) • defect X ^ 3) ((3 / 4 : ℂ) • defect X ^ 2)
  rw [norm_smul, norm_smul, c1, c2] at ht
  -- the cubic term is no larger than the quadratic one
  have h4 : ‖defect X‖ ^ 3 ≤ ‖defect X‖ ^ 2 :=
    pow_le_pow_of_le_one (norm_nonneg _) h (by norm_num)
  rw [defect_step]
  linarith

/-- If the initial defect has operator norm at most one, then after `k` steps the norm
of the defect is at most the initial norm raised to the power `2 ^ k`. -/
theorem norm_defect_le (X₀ : Matrix n n ℂ) (h : ‖defect X₀‖ ≤ 1) (k : ℕ) :
    ‖defect (corrected X₀ k)‖ ≤ ‖defect X₀‖ ^ (2 ^ k) := by
  induction k with
  | zero => simp [corrected]
  | succ k ih =>
    have h1 : ‖defect (corrected X₀ k)‖ ≤ 1 :=
      ih.trans (pow_le_one₀ (norm_nonneg _) h)
    calc ‖defect (corrected X₀ (k + 1))‖
        ≤ ‖defect (corrected X₀ k)‖ ^ 2 := norm_defect_step_le _ h1
      _ ≤ (‖defect X₀‖ ^ (2 ^ k)) ^ 2 := pow_le_pow_left₀ (norm_nonneg _) ih 2
      _ = ‖defect X₀‖ ^ (2 ^ (k + 1)) := by rw [← pow_mul, ← pow_succ]

/-- If the initial defect has operator norm at most one, the defects are also bounded
by the ordinary powers of the initial norm. -/
theorem norm_defect_le_geometric (X₀ : Matrix n n ℂ) (h : ‖defect X₀‖ ≤ 1) (k : ℕ) :
    ‖defect (corrected X₀ k)‖ ≤ ‖defect X₀‖ ^ k :=
  (norm_defect_le X₀ h k).trans
    (pow_le_pow_of_le_one (norm_nonneg _) h (Nat.lt_pow_self (by norm_num)).le)

/-- If the initial defect has operator norm below one, each correction step bounds the
norm of the defect by the square of its previous value, and the defects tend to zero. -/
theorem unitarity_restored (X₀ : Matrix n n ℂ) (h : ‖defect X₀‖ < 1) :
    (∀ k, ‖defect (corrected X₀ (k + 1))‖ ≤ ‖defect (corrected X₀ k)‖ ^ 2) ∧
      Tendsto (fun k => defect (corrected X₀ k)) atTop (𝓝 0) := by
  constructor
  · intro k
    exact norm_defect_step_le _
      ((norm_defect_le X₀ h.le k).trans (pow_le_one₀ (norm_nonneg _) h.le))
  · exact squeeze_zero_norm (norm_defect_le_geometric X₀ h.le)
      (tendsto_pow_atTop_nhds_zero_of_lt_one (norm_nonneg _) h)

/-- If the initial defect has operator norm below one, the corrected propagators
themselves converge, and their limit is a unitary matrix. -/
theorem converges_to_unitary (X₀ : Matrix n n ℂ) (h : ‖defect X₀‖ < 1) :
    ∃ U ∈ Matrix.unitaryGroup n ℂ, Tendsto (corrected X₀) atTop (𝓝 U) := by
  have : CompleteSpace (Matrix n n ℂ) := FiniteDimensional.complete ℂ _
  -- successive corrections shrink at least geometrically
  have hc : CauchySeq (corrected X₀) := by
    refine cauchySeq_of_le_geometric ‖defect X₀‖ (‖(1 : Matrix n n ℂ)‖ + 1) h ?_
    intro k
    have hg := norm_defect_le_geometric X₀ h.le k
    have h1 := hg.trans (pow_le_one₀ (norm_nonneg _) h.le)
    have hd : corrected X₀ k - corrected X₀ (k + 1)
        = (1 / 2 : ℂ) • (corrected X₀ k * defect (corrected X₀ k)) := by
      change corrected X₀ k - step (corrected X₀ k) = _
      rw [step_eq]
      abel
    rw [dist_eq_norm, hd, norm_smul]
    generalize corrected X₀ k = X at hg h1 ⊢
    have hX : ‖X‖ * ‖X‖ ≤ ‖(1 : Matrix n n ℂ)‖ + 1 := by
      rw [← Matrix.l2_opNorm_conjTranspose_mul_self]
      have hY : Xᴴ * X = 1 + defect X := by unfold defect; abel
      rw [hY]
      exact (norm_add_le _ _).trans (by linarith)
    have hX' : ‖X‖ ≤ ‖(1 : Matrix n n ℂ)‖ + 1 := by
      nlinarith [norm_nonneg X, norm_nonneg (1 : Matrix n n ℂ)]
    have c1 : ‖(1 / 2 : ℂ)‖ = 1 / 2 := by norm_num
    have hm : ‖X * defect X‖ ≤ (‖(1 : Matrix n n ℂ)‖ + 1) * ‖defect X₀‖ ^ k :=
      (norm_mul_le _ _).trans (mul_le_mul hX' hg (norm_nonneg _) (by positivity))
    rw [c1]
    linarith [norm_nonneg (X * defect X)]
  obtain ⟨U, hU⟩ := cauchySeq_tendsto_of_complete hc
  refine ⟨U, ?_, hU⟩
  -- by continuity the defect of the limit is the limit of the defects
  have hcont : Continuous (defect : Matrix n n ℂ → Matrix n n ℂ) :=
    (continuous_id.matrix_conjTranspose.matrix_mul continuous_id).sub continuous_const
  have h0 : defect U = 0 :=
    tendsto_nhds_unique ((hcont.tendsto U).comp hU) (unitarity_restored X₀ h).2
  rw [Matrix.mem_unitaryGroup_iff']
  exact sub_eq_zero.mp h0

/-- Started from the zero matrix of nonzero size, the iteration keeps a defect of
operator norm exactly one at every step. -/
theorem zero_start_stalls [Nonempty n] (k : ℕ) :
    ‖defect (corrected (0 : Matrix n n ℂ) k)‖ = 1 := by
  have hk : corrected (0 : Matrix n n ℂ) k = 0 := by
    induction k with
    | zero => rfl
    | succ k ih => simp [corrected, step, ih]
  have hd : defect (0 : Matrix n n ℂ) = -1 := by simp [defect]
  rw [hk, hd, norm_neg, CStarRing.norm_one]

end

end RestoringUnitarity
```

```lean
#print axioms RestoringUnitarity.converges_to_unitary
-- 'RestoringUnitarity.converges_to_unitary' depends on axioms: [propext, Classical.choice, Quot.sound]
#print axioms RestoringUnitarity.zero_start_stalls
-- 'RestoringUnitarity.zero_start_stalls' depends on axioms: [propext, Classical.choice, Quot.sound]
```

`step_eq` rewrites the correction as $X-XE/2$. In `defect_step`, `hexp` expands the product and collects the factors $X^\dagger X$, `hY` replaces each by $1+E$, and `module` compares coefficients. `norm_defect_step_le` applies the triangle inequality and bounds the cubic term by the quadratic one. `norm_defect_le` is the induction, and `norm_defect_le_geometric` weakens its bound to $e^k$, which squeezes the defects to zero.

For the limit, `cauchySeq_of_le_geometric` takes the bound on the increments. The identity $\|X\|^2=\|X^\dagger X\|$ enters through `Matrix.l2_opNorm_conjTranspose_mul_self`. The code uses the looser constant $\|1\|+1$ in place of $\sqrt2$, and uniqueness of limits then gives `defect U = 0`.

Finally, `zero_start_stalls` shows that a defect norm of at most one would not be enough for convergence to a unitary matrix. For nonzero size, the zero matrix has defect $-1$, and every correction returns the zero matrix.
